# A latency-limited pencil FFT with run time \(W/p + 2a(\sqrt p - 1)\) is fastest at \(p = (W/a)^{2/3}\)

Let a pencil-decomposed FFT on \(p\) processors take the time

\[
T(p) = \frac{W}{p} + 2a\left(\sqrt p - 1\right),
\]

where \(W>0\) is the computing time on one processor, taken as perfectly divisible, and \(a>0\) is the latency of one message. Over positive real \(p\), this time has a unique minimum at

\[
p = \left(\frac{W}{a}\right)^{2/3}, \qquad T = 3a^{2/3}W^{1/3} - 2a .
\]

Up to this \(p\), more processors strictly shorten the run; beyond it, they strictly lengthen it.

## Choosing the FFT group in a plane-wave code

A plane-wave electronic-structure code applies the local potential to an orbital by transforming it to real space, multiplying point by point and transforming back. In a pencil decomposition the processors form an \(r\times c\) grid, and each holds complete lines of data along one direction. Two transposes turn the lines to the other directions. In one of them a processor exchanges messages with \(r-1\) partners, in the other with \(c-1\).

The constant \(a\) stands for the fixed start-up cost of a message, whatever its length, and the messages are taken to go out one after another. The time on the grid is then

\[
G(r,c) = \frac{W}{rc} + a\,[(r-1)+(c-1)],
\]

which equals \(T(p)\) when \(r=c=\sqrt p\).

Suppose that one transform takes \(W = 8\) ms on a single processor and that \(a = 1\) µs. Then \(W/a = 8000\), and the optimum is a \(20\times20\) grid of 400 processors:

| Grid | Computing (µs) | Latency (µs) | Total (µs) |
|---|---|---|---|
| \(10\times10\) | 80 | 18 | 98 |
| \(20\times20\) | 20 | 38 | 58 |
| \(10\times40\) | 20 | 48 | 68 |
| \(40\times40\) | 5 | 78 | 83 |

With 1600 processors available, this latency-only model favours four groups of 400, each transforming a different orbital, over one group of 1600 that transforms the orbitals in turn. The minimum of \(T\) gives the shortest single transform, not the highest throughput: for sixteen orbitals, sixteen groups of 100 need 98 µs, whereas four groups of 400 need \(4\times58=232\) µs.

## The minimum from a perfect square

**Square and rectangular grids.** Since \(r + c = 2\sqrt{rc} + (\sqrt r-\sqrt c)^2\),

\[
G(r,c) = T(rc) + a\left(\sqrt r-\sqrt c\right)^2 .
\]

For a given number of processors, the square grid is the fastest. In the table, the \(10\times40\) grid loses \((\sqrt{10}-\sqrt{40})^2 = 10\) µs to the square one.

**Removing the fractional powers.** Put \(k = (W/a)^{1/3}\). Then \(W = ak^3\) and \((W/a)^{2/3} = k^2\). Also \(W^{1/3} = a^{1/3}k\), so \(a^{2/3}W^{1/3} = ak\). The claim becomes that \(T\) has its minimum \(3ak-2a\) at \(p=k^2\).

**The excess over the minimum.** Write \(p=s^2\) with \(s>0\). Then

\[
\begin{aligned}
T(s^2) - (3ak-2a) &= a\left(\frac{k^3}{s^2} + 2s - 3k\right)\\
&= \frac{a\,(2s^3 - 3ks^2 + k^3)}{s^2}
= \frac{a\,(s-k)^2(2s+k)}{s^2}.
\end{aligned}
\]

The right-hand side is zero at \(s=k\) and positive at every other \(s>0\), which gives the minimum and its uniqueness.

**All rectangular grids.** The first and third steps together give \(G(r,c)\ge 3ak-2a\). Equality requires \(rc=k^2\) and \(\sqrt r=\sqrt c\), hence \(r=c=k\).

**Falling, then rising.** For \(s,t>0\),

\[
T(t^2)-T(s^2) = \frac{a(t-s)\left[2s^2t^2 - k^3(s+t)\right]}{s^2t^2}.
\]

If \(s<t\le k\), then \(k^3\ge t^3\), and the bracket is at most
\[
2s^2t^2 - t^3(s+t) = -t^2(t-s)(t+2s) < 0 .
\]
If \(k\le s<t\), then \(k^3\le s^3\), and the bracket is at least
\[
2s^2t^2 - s^3(s+t) = s^2(t-s)(2t+s) > 0 .
\]

**Small transforms.** If \(W\le a\), then \(k^2\le1\). All \(p\ge1\) lie on the rising branch, and a single processor is strictly faster than any \(p>1\).

## The Lean file

```lean
import Mathlib

open Real

namespace PencilFFT

noncomputable section

/-- Time of an FFT on an `r × c` processor grid (`r, c > 0`): the work `W` is shared by all
processors, and the two transposes cost `r - 1` and `c - 1` messages of latency `a`. -/
def gridTime (W a r c : ℝ) : ℝ := W / (r * c) + a * ((r - 1) + (c - 1))

/-- Time of the pencil-decomposed FFT on `p > 0` processors, with divisible work `W` and
message latency `a`. -/
def pencilTime (W a p : ℝ) : ℝ := W / p + 2 * a * (√p - 1)

/-- The grid side `(W/a)^(1/3)`, for `W, a > 0`. -/
def optimalSide (W a : ℝ) : ℝ := (W / a) ^ (1 / 3 : ℝ)

/-- The processor number `(W/a)^(2/3)`, for `W, a > 0`. -/
def optimalProcs (W a : ℝ) : ℝ := (W / a) ^ (2 / 3 : ℝ)

/-- On a grid with positive sides `r` and `c`, the time exceeds the pencil formula for `r c`
processors by `a (√r - √c)²`. -/
theorem gridTime_eq (W a : ℝ) {r c : ℝ} (hr : 0 < r) (hc : 0 < c) :
    gridTime W a r c = pencilTime W a (r * c) + a * (√r - √c) ^ 2 := by
  unfold gridTime pencilTime
  rw [Real.sqrt_mul hr.le]
  linear_combination -a * Real.sq_sqrt hr.le - a * Real.sq_sqrt hc.le

/-- For positive work and latency, the side `k = (W/a)^(1/3)` is positive and satisfies
`a k³ = W`, `(W/a)^(2/3) = k²` and `a^(2/3) W^(1/3) = a k`. -/
theorem optimalSide_spec {W a : ℝ} (hW : 0 < W) (ha : 0 < a) :
    0 < optimalSide W a ∧ a * optimalSide W a ^ 3 = W ∧
      optimalProcs W a = optimalSide W a ^ 2 ∧
      a ^ (2 / 3 : ℝ) * W ^ (1 / 3 : ℝ) = a * optimalSide W a := by
  have hx : 0 < W / a := div_pos hW ha
  unfold optimalSide optimalProcs
  refine ⟨Real.rpow_pos_of_pos hx _, ?_, ?_, ?_⟩
  · have h3 : ((W / a) ^ (1 / 3 : ℝ)) ^ 3 = W / a := by
      rw [← Real.rpow_natCast, ← Real.rpow_mul hx.le]
      norm_num
    rw [h3, mul_div_cancel₀ _ ha.ne']
  · rw [← Real.rpow_natCast, ← Real.rpow_mul hx.le]
    norm_num
  · have hw : W ^ (1 / 3 : ℝ) = (W / a) ^ (1 / 3 : ℝ) * a ^ (1 / 3 : ℝ) := by
      rw [← Real.mul_rpow hx.le ha.le, div_mul_cancel₀ _ ha.ne']
    have hs : a ^ (2 / 3 : ℝ) * a ^ (1 / 3 : ℝ) = a := by
      rw [← Real.rpow_add ha]
      norm_num
    rw [hw, mul_left_comm, hs, mul_comm]

/-- For work `W = a k³`, the time on `s²` processors, `s > 0`, exceeds `3 a k - 2 a` by
`a (s - k)² (2 s + k) / s²`. -/
theorem pencilTime_excess (a k : ℝ) {s : ℝ} (hs : 0 < s) :
    pencilTime (a * k ^ 3) a (s ^ 2) - (3 * (a * k) - 2 * a)
      = a * (s - k) ^ 2 * (2 * s + k) / s ^ 2 := by
  unfold pencilTime
  rw [Real.sqrt_sq hs.le]
  field_simp
  ring

/-- For positive work and latency, the time has a unique minimum over positive real `p`, at
`p = (W/a)^(2/3)`, where it equals `3 a^(2/3) W^(1/3) - 2 a`. -/
theorem pencilTime_unique_min {W a : ℝ} (hW : 0 < W) (ha : 0 < a) :
    0 < optimalProcs W a ∧
      pencilTime W a (optimalProcs W a)
        = 3 * (a ^ (2 / 3 : ℝ) * W ^ (1 / 3 : ℝ)) - 2 * a ∧
      ∀ p, 0 < p → p ≠ optimalProcs W a →
        pencilTime W a (optimalProcs W a) < pencilTime W a p := by
  obtain ⟨hk, hW3, hopt, hmin⟩ := optimalSide_spec hW ha
  rw [hopt, hmin]
  -- at `s = k` the excess vanishes
  have hval : pencilTime W a (optimalSide W a ^ 2)
      = 3 * (a * optimalSide W a) - 2 * a := by
    have e := pencilTime_excess a (optimalSide W a) hk
    rw [hW3] at e
    have z : a * (optimalSide W a - optimalSide W a) ^ 2
        * (2 * optimalSide W a + optimalSide W a) / optimalSide W a ^ 2 = 0 := by simp
    linarith
  refine ⟨pow_pos hk 2, hval, ?_⟩
  intro p hp hne
  obtain ⟨s, hs, rfl⟩ : ∃ s, 0 < s ∧ s ^ 2 = p :=
    ⟨√p, Real.sqrt_pos.2 hp, Real.sq_sqrt hp.le⟩
  -- elsewhere the excess is positive
  have hsk : s - optimalSide W a ≠ 0 := fun h => hne (by rw [sub_eq_zero.1 h])
  have hsq : 0 < (s - optimalSide W a) ^ 2 :=
    lt_of_le_of_ne (sq_nonneg _) (Ne.symm (pow_ne_zero 2 hsk))
  have e := pencilTime_excess a (optimalSide W a) hs
  rw [hW3] at e
  have hpos := div_pos (mul_pos (mul_pos ha hsq)
    (show 0 < 2 * s + optimalSide W a by linarith)) hp
  linarith

/-- For positive work and latency, no grid with positive real sides beats
`3 a^(2/3) W^(1/3) - 2 a`, and only the square grid of side `(W/a)^(1/3)` attains it. -/
theorem gridTime_min {W a r c : ℝ} (hW : 0 < W) (ha : 0 < a) (hr : 0 < r) (hc : 0 < c) :
    3 * (a ^ (2 / 3 : ℝ) * W ^ (1 / 3 : ℝ)) - 2 * a ≤ gridTime W a r c ∧
      (gridTime W a r c = 3 * (a ^ (2 / 3 : ℝ) * W ^ (1 / 3 : ℝ)) - 2 * a ↔
        r = optimalSide W a ∧ c = optimalSide W a) := by
  obtain ⟨hk, -, hopt, -⟩ := optimalSide_spec hW ha
  obtain ⟨-, hval, hlt⟩ := pencilTime_unique_min hW ha
  have hg := gridTime_eq W a hr hc
  have hsq : 0 ≤ a * (√r - √c) ^ 2 := mul_nonneg ha.le (sq_nonneg _)
  by_cases h : r * c = optimalProcs W a
  · rw [h, hval] at hg
    refine ⟨by linarith, fun heq => ?_, fun hrc => ?_⟩
    · -- equality forces equal sides
      have h0 : a * (√r - √c) ^ 2 = 0 := by linarith
      have h1 : (√r - √c) ^ 2 = 0 := (mul_eq_zero.1 h0).resolve_left ha.ne'
      have h2 : √r = √c := sub_eq_zero.1 (pow_eq_zero_iff two_ne_zero |>.1 h1)
      have h3 : r = c := by rw [← Real.sq_sqrt hr.le, h2, Real.sq_sqrt hc.le]
      rw [hopt, ← h3] at h
      have h4 : r = optimalSide W a := by nlinarith
      exact ⟨h4, h3 ▸ h4⟩
    · rw [hg, hrc.1, hrc.2]
      simp
  · have hl := hlt (r * c) (mul_pos hr hc) h
    refine ⟨by linarith, fun heq => by linarith, fun hrc => ?_⟩
    exact absurd (by rw [hrc.1, hrc.2, hopt, sq]) h

/-- For work `W = a k³`, the change of the time from `s²` to `t²` processors, `s, t > 0`,
in factored form. -/
theorem pencilTime_sub (a k : ℝ) {s t : ℝ} (hs : 0 < s) (ht : 0 < t) :
    pencilTime (a * k ^ 3) a (t ^ 2) - pencilTime (a * k ^ 3) a (s ^ 2)
      = a * (t - s) * (2 * s ^ 2 * t ^ 2 - k ^ 3 * (s + t)) / (s ^ 2 * t ^ 2) := by
  unfold pencilTime
  rw [Real.sqrt_sq hs.le, Real.sqrt_sq ht.le]
  field_simp
  ring

/-- For positive work and latency, adding processors strictly shortens the run up to
`p = (W/a)^(2/3)` and strictly lengthens it from there on. -/
theorem pencilTime_scaling {W a : ℝ} (hW : 0 < W) (ha : 0 < a) :
    StrictAntiOn (pencilTime W a) (Set.Ioc 0 (optimalProcs W a)) ∧
      StrictMonoOn (pencilTime W a) (Set.Ici (optimalProcs W a)) := by
  obtain ⟨hk, hW3, hopt, -⟩ := optimalSide_spec hW ha
  rw [hopt]
  have root : ∀ p : ℝ, 0 < p → ∃ s, 0 < s ∧ s ^ 2 = p := fun p hp =>
    ⟨√p, Real.sqrt_pos.2 hp, Real.sq_sqrt hp.le⟩
  constructor
  · intro p hp q hq hpq
    obtain ⟨s, hs, rfl⟩ := root p hp.1
    obtain ⟨t, ht, rfl⟩ := root q hq.1
    have hst : s < t := by nlinarith
    have htk : t ≤ optimalSide W a := by nlinarith [hq.2]
    have e := pencilTime_sub a (optimalSide W a) hs ht
    rw [hW3] at e
    -- below the optimum the saved work outweighs the added latency
    have h1 := mul_le_mul_of_nonneg_right (pow_le_pow_left₀ ht.le htk 3) (add_pos hs ht).le
    have h2 : 0 < t ^ 2 * ((t - s) * (t + 2 * s)) :=
      mul_pos (pow_pos ht 2) (mul_pos (sub_pos.2 hst) (by linarith))
    have h3 : 2 * s ^ 2 * t ^ 2 - optimalSide W a ^ 3 * (s + t) < 0 := by nlinarith
    have h4 := div_neg_of_neg_of_pos
      (mul_neg_of_pos_of_neg (mul_pos ha (sub_pos.2 hst)) h3)
      (mul_pos (pow_pos hs 2) (pow_pos ht 2))
    linarith
  · intro p hp q hq hpq
    have hp' : optimalSide W a ^ 2 ≤ p := hp
    have hp0 : 0 < p := lt_of_lt_of_le (pow_pos hk 2) hp'
    obtain ⟨s, hs, rfl⟩ := root p hp0
    obtain ⟨t, ht, rfl⟩ := root q (hp0.trans hpq)
    have hst : s < t := by nlinarith
    have hks : optimalSide W a ≤ s := by nlinarith
    have e := pencilTime_sub a (optimalSide W a) hs ht
    rw [hW3] at e
    -- above the optimum the added latency wins
    have h1 := mul_le_mul_of_nonneg_right (pow_le_pow_left₀ hk.le hks 3) (add_pos hs ht).le
    have h2 : 0 < s ^ 2 * ((t - s) * (2 * t + s)) :=
      mul_pos (pow_pos hs 2) (mul_pos (sub_pos.2 hst) (by linarith))
    have h3 : 0 < 2 * s ^ 2 * t ^ 2 - optimalSide W a ^ 3 * (s + t) := by nlinarith
    have h4 := div_pos (mul_pos (mul_pos ha (sub_pos.2 hst)) h3)
      (mul_pos (pow_pos hs 2) (pow_pos ht 2))
    linarith

/-- If the positive work `W` takes no longer than one message latency `a`, a single processor
is strictly faster than any `p > 1`. -/
theorem single_processor_best {W a p : ℝ} (hW : 0 < W) (hWa : W ≤ a) (hp : 1 < p) :
    pencilTime W a 1 < pencilTime W a p := by
  have ha : 0 < a := lt_of_lt_of_le hW hWa
  have h1 : optimalProcs W a ≤ 1 :=
    Real.rpow_le_one (div_pos hW ha).le ((div_le_one ha).2 hWa) (by norm_num)
  exact (pencilTime_scaling hW ha).2 (Set.mem_Ici.2 h1) (Set.mem_Ici.2 (h1.trans hp.le)) hp

end

end PencilFFT
```

```lean
#print axioms PencilFFT.gridTime_min
#print axioms PencilFFT.pencilTime_scaling
#print axioms PencilFFT.single_processor_best
```

```
'PencilFFT.gridTime_min' depends on axioms: [propext, Classical.choice, Quot.sound]
'PencilFFT.pencilTime_scaling' depends on axioms: [propext, Classical.choice, Quot.sound]
'PencilFFT.single_processor_best' depends on axioms: [propext, Classical.choice, Quot.sound]
```

## What the theorems say about the model

`pencilTime W a p` is \(T(p)\) and `gridTime W a r c` is \(G(r,c)\). `optimalSide` is \(k\), and `optimalProcs` is \((W/a)^{2/3}\). All quantities are real numbers; any one unit of time serves for both `W` and `a`.

- `pencilTime_unique_min` assumes \(W>0\) and \(a>0\). It states that the optimal \(p\) is positive, that \(T\) has the given value there, and that \(T\) is strictly larger at every other positive \(p\).
- `gridTime_min` gives the same value as a lower bound for every grid with positive sides, attained only when both sides equal \(k\).
- `pencilTime_scaling` states that \(T\) is strictly decreasing on \((0,k^2]\) and strictly increasing on \([k^2,\infty)\).
- `single_processor_best` treats \(0<W\le a\).

The latency must be nonzero. For \(W=1\) and \(a=0\) the time is \(1/p\), which keeps falling and has no minimum, so \(a\ge0\) would be too weak an assumption.

Processor numbers and grid sides are positive reals, whereas a machine offers whole numbers. If \(k\) is not an integer, the optimal square grid cannot be built, and the bound of `gridTime_min` still holds for the grids that can. Below one processor the latency term of \(T\) is negative and has no physical meaning; for \(W/a<8/27\) even the minimum value is negative. Whenever \(W\le a\), the minimum of \(T\) lies at or below one processor, and `single_processor_best` is the statement to use.

The model itself is assumed. It has no separate term for the volume of data sent, for network contention, for load imbalance or for overlap of communication with computing, and it ignores the limit that the FFT mesh sets on the number of pencils. Where such effects matter, the real optimum can lie elsewhere.

## How the algebra enters the Lean proof

`gridTime_eq` is the comparison of square and rectangular grids. It splits \(\sqrt{rc}\) into \(\sqrt r\sqrt c\), and `linear_combination` supplies \((\sqrt r)^2=r\) and \((\sqrt c)^2=c\).

`optimalSide_spec` removes the fractional powers. It proves \(k>0\) and the three identities for \(k\) from the rules for real powers of positive numbers.

`pencilTime_excess` is the factored excess: after \(\sqrt{s^2}=s\), `field_simp` clears the denominators and `ring` confirms the polynomial identity. `pencilTime_unique_min` uses it twice, first at \(s=k\) to obtain the value and then at \(s=\sqrt p\) for any other \(p\), where each factor of the excess is shown to be positive.

`gridTime_min` distinguishes whether \(rc\) equals the optimal processor number. If it does, only the term \(a(\sqrt r-\sqrt c)^2\) is left above the minimum, and equality forces \(r=c=k\). If it does not, \(T(rc)\) is already too large.

`pencilTime_sub` is the factored difference of two times. In each half of `pencilTime_scaling`, `h1` compares \(k^3\) with \(t^3\) or \(s^3\), `h2` is the positive product from the derivation, and `nlinarith` combines them into the sign of the bracket, `h3`. Finally, `single_processor_best` shows that the optimum is at most 1 and applies the increasing half.
